# The Heat-Capacity Jump in Quartic Landau Theory

Cool a uniaxial ferromagnet through its Curie temperature with no applied field. In a mean-field description the magnetisation grows continuously from zero and no latent heat is released, yet the heat capacity changes abruptly. The free energy that describes this is a polynomial in temperature and magnetisation, with no discontinuity anywhere in it. Where does the step come from, and how large is it?

Let $T$ be the temperature, $T_c$ the critical temperature and $x$ a real order parameter, here the magnetisation. The Landau free energy is

$$F(T,x) = a(T-T_c)x^2 + b x^4, \qquad a>0,\ b>0.$$

Odd powers are absent because reversing the magnetisation costs nothing. The quadratic coefficient changes sign at $T_c$, which is how the model encodes the loss of stability of the disordered state. The condition $b>0$ keeps the energy bounded below once that has happened. The energy $F$ is measured relative to the disordered phase at the same temperature, so the quantities derived from it are the contributions of ordering alone. With this convention the equilibrium free energy is $f(T)=\inf_x F(T,x)$, the entropy is $-f'(T)$, and the heat capacity is $C(T)=-T f''(T)$ wherever the second derivative exists.

The claim is that $f$ has a continuous slope at every temperature, while $C$ tends to $a^2T_c/(2b)$ as $T$ rises to $T_c$ and to $0$ as $T$ falls to $T_c$.

## Minimising first, differentiating second

For $T\ge T_c$ both terms of $F$ are nonnegative, so $F\ge 0$, with equality at $x=0$. If $F=0$, each term vanishes separately; then $bx^4=0$ and $x=0$. The minimum is therefore $0$, attained only in the disordered state.

For $T\le T_c$ put $q=a(T_c-T)/(2b)\ge 0$. Since $2bq=a(T_c-T)$, completing the square in $x^2$ gives

$$F(T,x)=b x^4-2bq\,x^2=b(x^2-q)^2-bq^2,\qquad bq^2=\frac{a^2(T-T_c)^2}{4b}.$$

The square vanishes exactly when $x^2=q$, which has a real solution because $q\ge0$. Hence

$$f(T)=\begin{cases}-\dfrac{a^2(T-T_c)^2}{4b}, & T\le T_c,\\[2mm] 0, & T\ge T_c.\end{cases}$$

Away from $T_c$ the slope follows by ordinary differentiation: $f'(T)=a^2(T_c-T)/(2b)$ below and $0$ above. At $T_c$ the difference quotient $[f(T_c+h)-f(T_c)]/h$ equals $-a^2h/(4b)$ for $h<0$ and $0$ for $h>0$. Both tend to zero, so $f'(T_c)=0$ and, at every temperature,

$$f'(T)=\frac{a^2\max(T_c-T,0)}{2b}.$$

This is continuous, and so is the entropy: there is no latent heat. The slope has a corner, however. Its difference quotient at $T_c$ is $-a^2/(2b)$ from the left and $0$ from the right, so $f''(T_c)$ does not exist. On either side it does, and

$$C(T)=\frac{a^2T}{2b}\quad(T<T_c),\qquad C(T)=0\quad(T>T_c).$$

Letting $T$ approach $T_c$ from each side gives the two limits. The step arises because the minimiser changes branch at $T_c$, although $F$ itself is smooth.

In mean-field models of magnets and superconductors whose free energy reduces near $T_c$ to this uniform quartic form, the result gives the heat-capacity discontinuity directly from $T_c$ and the two expansion coefficients $a$ and $b$.

## The model in Lean

```lean
import Mathlib

open Set Filter Topology

namespace LandauContinuousTransition

noncomputable section
```

The energy is a function of five real numbers, in the order $a$, $b$, $T_c$, $T$, $x$. Fixing the first four leaves a function of the order parameter alone.

```lean
/-- The Landau free energy at temperature `T` and order parameter `x`. -/
def landauEnergy (a b Tc T x : ℝ) : ℝ := a * (T - Tc) * x ^ 2 + b * x ^ 4
```

Equilibrium is an infimum over all real $x$, so the closed form of $f$ is something to be proved and is not built into the definition.

```lean
/-- The equilibrium free energy: the infimum of the Landau free energy over the order parameter. -/
def eqEnergy (a b Tc T : ℝ) : ℝ := ⨅ x : ℝ, landauEnergy a b Tc T x
```

The heat capacity applies `deriv` twice to the equilibrium energy. Lean's `deriv` returns zero where a function is not differentiable, so the value of `heatCapacity` at $T_c$ itself carries no physical information; the jump is accordingly stated through limits that exclude that point.

```lean
/-- The heat capacity: `-T` times the second temperature derivative of the equilibrium free energy,
as computed by `deriv`. -/
def heatCapacity (a b Tc T : ℝ) : ℝ := -T * deriv (deriv (eqEnergy a b Tc)) T
```

These definitions fix the idealisation. The order parameter is a single uniform number, without gradients or fluctuations, and $b$ does not depend on temperature. The free energy is measured relative to the disordered phase, which is why $C$ vanishes above $T_c$ and the entropy $-f'$ is negative below it: ordering lowers the entropy relative to the disordered state. The expansion is postulated and not derived from a microscopic Hamiltonian. Temperatures range over all real numbers, and $T_c$ need not be positive; for the physical case $T_c>0$ the jump is positive.

## Two attained minima

In the disordered phase, `IsLeast (range ...) 0` says that $0$ is a value of the energy and that no value is smaller. The second half of the statement identifies the minimiser.

```lean
variable {a b Tc T : ℝ}

/-- At and above the critical temperature the least free energy is zero, and it is attained
only at vanishing order parameter. -/
theorem disordered_minimum (ha : 0 < a) (hb : 0 < b) (hT : Tc ≤ T) :
    IsLeast (range (landauEnergy a b Tc T)) 0 ∧
      ∀ x, landauEnergy a b Tc T x = 0 ↔ x = 0 := by
  have h2 : ∀ x : ℝ, 0 ≤ a * (T - Tc) * x ^ 2 := fun x =>
    mul_nonneg (mul_nonneg ha.le (sub_nonneg.2 hT)) (sq_nonneg x)
  have h4 : ∀ x : ℝ, 0 ≤ b * x ^ 4 := fun x => by positivity
  refine ⟨⟨⟨0, by simp [landauEnergy]⟩, ?_⟩, fun x => ⟨fun h => ?_, fun h => ?_⟩⟩
  · rintro _ ⟨x, rfl⟩
    exact add_nonneg (h2 x) (h4 x)
  · -- both terms are nonnegative, so the quartic one vanishes
    unfold landauEnergy at h
    have h0 : b * x ^ 4 = 0 := by linarith [h2 x, h4 x]
    exact eq_zero_of_pow_eq_zero ((mul_eq_zero.1 h0).resolve_left hb.ne')
  · simp [landauEnergy, h]
```

The facts `h2` and `h4` are the nonnegativity of the quadratic and quartic terms. Adding them gives the lower bound. For uniqueness, `linarith` deduces from a vanishing sum that the quartic term is zero, and $b\neq0$ then forces $x=0$.

The ordered phase has the same two-part statement, with the condition on $x^2$ in place of $x=0$. For $T<T_c$ this condition describes two states of opposite sign; at $T=T_c$ they merge into $x=0$, in agreement with the previous theorem.

```lean
/-- At and below the critical temperature the least free energy is `-a²(T - Tc)²/(4b)`, and it is
attained exactly when the squared order parameter is `a(Tc - T)/(2b)`. -/
theorem ordered_minimum (ha : 0 < a) (hb : 0 < b) (hT : T ≤ Tc) :
    IsLeast (range (landauEnergy a b Tc T)) (-(a ^ 2 * (T - Tc) ^ 2 / (4 * b))) ∧
      ∀ x, landauEnergy a b Tc T x = -(a ^ 2 * (T - Tc) ^ 2 / (4 * b)) ↔
        x ^ 2 = a * (Tc - T) / (2 * b) := by
  -- complete the square in `x²`
  have sq : ∀ x, landauEnergy a b Tc T x =
      b * (x ^ 2 - a * (Tc - T) / (2 * b)) ^ 2 - a ^ 2 * (T - Tc) ^ 2 / (4 * b) := by
    intro x
    have hb' : b ≠ 0 := hb.ne'
    unfold landauEnergy
    field_simp
    ring
  have key : ∀ x, landauEnergy a b Tc T x = -(a ^ 2 * (T - Tc) ^ 2 / (4 * b)) ↔
      x ^ 2 = a * (Tc - T) / (2 * b) := by
    intro x
    rw [sq x]
    constructor
    · intro h
      have h0 : b * (x ^ 2 - a * (Tc - T) / (2 * b)) ^ 2 = 0 := by linarith
      exact sub_eq_zero.1
        (eq_zero_of_pow_eq_zero ((mul_eq_zero.1 h0).resolve_left hb.ne'))
    · intro h
      rw [h]
      ring
  have hq : 0 ≤ a * (Tc - T) / (2 * b) :=
    div_nonneg (mul_nonneg ha.le (sub_nonneg.2 hT)) (by positivity)
  refine ⟨⟨⟨√(a * (Tc - T) / (2 * b)), (key _).2 (Real.sq_sqrt hq)⟩, ?_⟩, key⟩
  rintro _ ⟨x, rfl⟩
  have h0 : 0 ≤ b * (x ^ 2 - a * (Tc - T) / (2 * b)) ^ 2 := by positivity
  rw [sq x]
  linarith
```

The identity `sq` is the completed square, verified by clearing denominators and expanding. From it, `key` shows that the minimum value is reached exactly when the square vanishes. The inequality `hq` is $q\ge0$, the one place where $T\le T_c$ is needed: it makes $\sqrt q$ a genuine solution of $x^2=q$, and so a state in which the minimum is attained.

A least element of a set is its infimum, so the two theorems evaluate $f$ on both closed sides of the transition.

```lean
/-- The equilibrium free energy in closed form on the two sides of the transition. -/
theorem eqEnergy_closed_form (ha : 0 < a) (hb : 0 < b) :
    (∀ T, Tc ≤ T → eqEnergy a b Tc T = 0) ∧
      ∀ T, T ≤ Tc → eqEnergy a b Tc T = -(a ^ 2 * (T - Tc) ^ 2 / (4 * b)) :=
  ⟨fun _ hT => (disordered_minimum ha hb hT).1.csInf_eq,
    fun _ hT => (ordered_minimum ha hb hT).1.csInf_eq⟩
```

## A continuous slope with a corner

`HasDerivAt g m T` says that $g$ is differentiable at $T$ with derivative $m$. The next theorem asserts this for $f$ at every temperature, with the single formula containing the maximum.

```lean
/-- The equilibrium free energy is differentiable at every temperature, with slope
`a² max(Tc - T, 0)/(2b)`. -/
theorem eqEnergy_hasDerivAt (ha : 0 < a) (hb : 0 < b) (T : ℝ) :
    HasDerivAt (eqEnergy a b Tc) (a ^ 2 * max (Tc - T) 0 / (2 * b)) T := by
  obtain ⟨above, below⟩ := eqEnergy_closed_form (Tc := Tc) ha hb
  have poly : HasDerivAt (fun t : ℝ => -(a ^ 2 / (4 * b)) * ((t - Tc) * (t - Tc)))
      (a ^ 2 * (Tc - T) / (2 * b)) T := by
    have h1 : HasDerivAt (fun t : ℝ => t - Tc) 1 T := (hasDerivAt_id' T).sub_const Tc
    exact ((h1.fun_mul h1).const_mul (-(a ^ 2 / (4 * b)))).congr_deriv (by ring)
  have below' : ∀ t, t ≤ Tc →
      eqEnergy a b Tc t = -(a ^ 2 / (4 * b)) * ((t - Tc) * (t - Tc)) := by
    intro t ht
    rw [below t ht]
    ring
  rcases lt_trichotomy T Tc with hT | hT | hT
  · rw [max_eq_left (by linarith)]
    refine poly.congr_of_eventuallyEq ?_
    filter_upwards [Iio_mem_nhds hT] with t ht
    exact below' t (le_of_lt ht)
  · -- at the transition the two one-sided derivatives agree
    subst hT
    have hl : HasDerivWithinAt (eqEnergy a b T) 0 (Iic T) T :=
      (poly.congr_deriv (by simp)).hasDerivWithinAt.congr
        (fun t ht => below' t ht) (below' T le_rfl)
    have hr : HasDerivWithinAt (eqEnergy a b T) 0 (Ici T) T :=
      (hasDerivAt_const T (0 : ℝ)).hasDerivWithinAt.congr
        (fun t ht => above t ht) (above T le_rfl)
    have h := hl.union hr
    rw [Iic_union_Ici, hasDerivWithinAt_univ] at h
    exact h.congr_deriv (by simp)
  · rw [max_eq_right (by linarith)]
    refine ((hasDerivAt_const T (0 : ℝ)).congr_of_eventuallyEq ?_).congr_deriv (by simp)
    filter_upwards [Ioi_mem_nhds hT] with t ht
    exact above t (le_of_lt ht)
```

The proof differentiates the parabola once, in `poly`, and then splits into three cases. For $T<T_c$ the function $f$ agrees with the parabola throughout a neighbourhood of $T$, so it has the same derivative; for $T>T_c$ it agrees with the constant zero in the same way. At $T=T_c$ no neighbourhood lies on one side, and the argument follows the two difference quotients above: `hl` gives derivative zero within the left half-line, `hr` gives derivative zero within the right half-line, and `hl.union hr` joins them into a derivative on the whole line.

The slope is now differentiated in turn. `HasDerivWithinAt` with the set `Iic Tc` uses only temperatures up to $T_c$, and with `Ici Tc` only temperatures from $T_c$ upwards.

```lean
/-- The slope of the equilibrium free energy has derivative `-a²/(2b)` within the half-line of
temperatures up to `Tc`, at each of its points, and derivative `0` within the half-line of
temperatures from `Tc` upwards, at each of its points. -/
theorem slope_hasDerivWithinAt (ha : 0 < a) (hb : 0 < b) :
    (∀ T, T ≤ Tc →
      HasDerivWithinAt (deriv (eqEnergy a b Tc)) (-(a ^ 2 / (2 * b))) (Iic Tc) T) ∧
    ∀ T, Tc ≤ T → HasDerivWithinAt (deriv (eqEnergy a b Tc)) 0 (Ici Tc) T := by
  have below : ∀ t, t ≤ Tc → deriv (eqEnergy a b Tc) t = a ^ 2 / (2 * b) * (Tc - t) := by
    intro t ht
    rw [(eqEnergy_hasDerivAt ha hb t).deriv, max_eq_left (by linarith)]
    ring
  have above : ∀ t, Tc ≤ t → deriv (eqEnergy a b Tc) t = 0 := by
    intro t ht
    rw [(eqEnergy_hasDerivAt ha hb t).deriv, max_eq_right (by linarith)]
    simp
  refine ⟨fun T hT => ?_, fun T hT => ?_⟩
  · have h : HasDerivAt (fun t : ℝ => a ^ 2 / (2 * b) * (Tc - t)) (-(a ^ 2 / (2 * b))) T :=
      (((hasDerivAt_id' T).const_sub Tc).const_mul (a ^ 2 / (2 * b))).congr_deriv (by ring)
    exact h.hasDerivWithinAt.congr (fun t ht => below t ht) (below T hT)
  · exact (hasDerivAt_const T (0 : ℝ)).hasDerivWithinAt.congr
      (fun t ht => above t ht) (above T hT)
```

On each closed side the slope is replaced by its explicit form, linear below and zero above, and that form is differentiated. At $T=T_c$ the theorem supplies the two unequal one-sided derivatives.

```lean
/-- The equilibrium free energy has no second temperature derivative at the critical
temperature. -/
theorem no_second_derivative (ha : 0 < a) (hb : 0 < b) :
    ¬ DifferentiableAt ℝ (deriv (eqEnergy a b Tc)) Tc := by
  intro h
  obtain ⟨hl, hr⟩ := slope_hasDerivWithinAt (Tc := Tc) ha hb
  have e1 := UniqueDiffWithinAt.eq_deriv _ (uniqueDiffOn_Iic Tc Tc (le_refl Tc))
    h.hasDerivAt.hasDerivWithinAt (hl Tc le_rfl)
  have e2 := UniqueDiffWithinAt.eq_deriv _ (uniqueDiffOn_Ici Tc Tc (le_refl Tc))
    h.hasDerivAt.hasDerivWithinAt (hr Tc le_rfl)
  have hpos : 0 < a ^ 2 / (2 * b) := by positivity
  linarith
```

If the slope were differentiable at $T_c$, its derivative would also be the derivative within each half-line. Derivatives within a half-line are unique, so the same number would equal both $-a^2/(2b)$ and $0$. This contradicts $a^2/(2b)>0$.

## The step as a pair of limits

Strictly inside a phase, the corresponding closed half-line is a neighbourhood of $T$. The one-sided derivative is then an ordinary second derivative, and multiplication by $-T$ gives the heat capacity.

```lean
/-- The heat capacity is `a²T/(2b)` below the critical temperature and zero above it. -/
theorem heatCapacity_phases (ha : 0 < a) (hb : 0 < b) :
    (∀ T, T < Tc → heatCapacity a b Tc T = a ^ 2 * T / (2 * b)) ∧
      ∀ T, Tc < T → heatCapacity a b Tc T = 0 := by
  obtain ⟨hl, hr⟩ := slope_hasDerivWithinAt (Tc := Tc) ha hb
  refine ⟨fun T hT => ?_, fun T hT => ?_⟩
  · unfold heatCapacity
    rw [((hl T hT.le).hasDerivAt (Iic_mem_nhds hT)).deriv]
    ring
  · unfold heatCapacity
    rw [((hr T hT.le).hasDerivAt (Ici_mem_nhds hT)).deriv, mul_zero]
```

The final theorem lets the temperature approach $T_c$. The filter `𝓝[<] Tc` means temperatures approaching from strictly below, and `𝓝[>] Tc` from strictly above.

```lean
/-- At the critical temperature the heat capacity tends to `a²Tc/(2b)` from below and to zero
from above. -/
theorem heatCapacity_jump (ha : 0 < a) (hb : 0 < b) :
    Tendsto (heatCapacity a b Tc) (𝓝[<] Tc) (𝓝 (a ^ 2 * Tc / (2 * b))) ∧
      Tendsto (heatCapacity a b Tc) (𝓝[>] Tc) (𝓝 0) := by
  obtain ⟨below, above⟩ := heatCapacity_phases (Tc := Tc) ha hb
  constructor
  · have hc : Continuous (fun t : ℝ => a ^ 2 * t / (2 * b)) :=
      (continuous_const.mul continuous_id).div_const _
    refine ((hc.tendsto Tc).mono_left nhdsWithin_le_nhds).congr' ?_
    filter_upwards [self_mem_nhdsWithin] with t ht
    exact (below t ht).symm
  · refine (tendsto_const_nhds (x := (0 : ℝ))).congr' ?_
    filter_upwards [self_mem_nhdsWithin] with t ht
    exact (above t ht).symm

end

end LandauContinuousTransition
```

Below $T_c$ the heat capacity coincides with the continuous function $a^2T/(2b)$, whose limit is its value at $T_c$. Above, it coincides with zero. The difference of the two limits is the jump $a^2T_c/(2b)$.

```lean
#print axioms LandauContinuousTransition.no_second_derivative
-- 'LandauContinuousTransition.no_second_derivative' depends on axioms: [propext, Classical.choice, Quot.sound]
#print axioms LandauContinuousTransition.heatCapacity_jump
-- 'LandauContinuousTransition.heatCapacity_jump' depends on axioms: [propext, Classical.choice, Quot.sound]
```

## Finite differences across the corner

A numerical mean-field calculation may minimise the free energy on a grid of temperatures and then differentiate the result by finite differences. The corner matters there, as a short calculation by hand shows. With grid spacing $h>0$, the central second difference at $T_c$ is

$$\frac{f(T_c+h)-2f(T_c)+f(T_c-h)}{h^2}=-\frac{a^2}{4b}.$$

Multiplied by $-T_c$, this gives $a^2T_c/(4b)$, half the true jump, for every $h$. Refining the grid does not help. Differences taken entirely within one phase avoid the problem, since their stencils never cross $T_c$.

The first derivative can be had without any differencing. At the minimiser, $\partial F/\partial x=0$, so away from $T_c$ the slope of $f$ is the explicit temperature derivative $\partial F/\partial T=a x^2$. Inserting $x^2=a(T_c-T)/(2b)$ recovers $f'$ below the transition. The minimiser itself needs some care: $x=0$ is stationary at every temperature, so a gradient method started exactly there stays there, even below $T_c$ where the point is no longer a minimum.

## The squared amplitude as the variable

The same thermodynamics can be modelled with $y=x^2\ge0$ as the order parameter and the energy $a(T-T_c)y+by^2$. The minimisation is then that of a quadratic on a half-line. Above $T_c$ the minimiser sits at the boundary $y=0$; below, it moves into the interior at $y=a(T_c-T)/(2b)$. The function $f$, its slope and the heat-capacity jump are all unchanged.

What changes is the description of the states. The minimiser becomes unique at every temperature, and the pair $\pm\sqrt{y}$ is no longer visible. With $x$ as the variable, the energy is symmetric under $x\mapsto-x$ while each ordered minimum is not, so the broken symmetry remains part of the model.
